# Electron count decides which of four tight-binding clusters (chain, square, rhombus, tetrahedron) is lowest in energy at equal second moment

Take four sites with one orbital each, bonded as a chain, a square, a rhombus (a tetrahedron with one bond removed) or a tetrahedron. Let \(A\) be the adjacency matrix, \(m\) the number of bonds, and

\[
H=-\frac{A}{\sqrt m}.
\]

Then \(\operatorname{tr}H^2=2\) for all four structures. Fill the levels from the bottom with \(N\) non-interacting electrons, two per level. Among these four structures, the strictly lowest energy belongs to

- the tetrahedron for \(N=1,2\),
- the rhombus for \(N=3\),
- the chain for \(N=4,5\),
- the square for \(N=6,7\).

At \(N=8\) all four energies are zero.

## Comparing band energies at a fixed second moment

The factor \(1/\sqrt m\) is a postulated hopping strength. It stands for bond lengths adjusted so that every structure has the same second moment. If the repulsive energy is taken to depend on \(\operatorname{tr}H^2\) alone, it is then the same for all four, and the band energy decides the order.

The electron count and the total second moment do not determine the band energy: in this non-interacting four-site model, an energy expression that sees only \(N\) and the total second moment gives all four structures the same energy, so it misses the ordering above. The equality concerns the total trace. The site-resolved moments \((H^2)_{ii}\) differ between the end and the middle of the chain, for example.

The energies below also serve as reference values for a tight-binding routine, since they test the hopping scale, the diagonalisation and the filling together. The trace counts each bond twice; a sum of squared hoppings over distinct bonds gives 1.

| \(N\) | chain | square | rhombus | tetrahedron |
|---|---|---|---|---|
| 1 | −0.934 | −1.000 | −1.146 | −1.225 |
| 2 | −1.868 | −2.000 | −2.291 | −2.449 |
| 3 | −2.225 | −2.000 | −2.291 | −2.041 |
| 4 | −2.582 | −2.000 | −2.291 | −1.633 |
| 5 | −2.225 | −2.000 | −1.844 | −1.225 |
| 6 | −1.868 | −2.000 | −1.397 | −0.816 |
| 7 | −0.934 | −1.000 | −0.698 | −0.408 |

The unit of energy is \(\sqrt{\operatorname{tr}H^2/2}\), the same for all four structures. It equals \(\sqrt m\) times the hopping strength of one bond.

## From the secular determinant to the filled energies

**Second moment.** The diagonal entry \((A^2)_{ii}=\sum_j A_{ij}A_{ji}\) is the number of neighbours of site \(i\). Summing over sites counts each bond twice, so \(\operatorname{tr}A^2=2m\) and \(\operatorname{tr}H^2=2m/m=2\). The bond counts are 3, 4, 5 and 6.

**Secular determinant.** Number the sites 0 to 3 and let \(a,b,c,d,e,f\) be the off-diagonal entries for the pairs 01, 02, 03, 12, 13, 23, with \(x\) on the diagonal. Sorting the 24 permutations by cycle type gives

\[
\begin{aligned}
D={}&x^4-(a^2+b^2+c^2+d^2+e^2+f^2)x^2\\
&+2x(abd+ace+bcf+def)\\
&+a^2f^2+b^2e^2+c^2d^2\\
&-2abef-2acdf-2bcde .
\end{aligned}
\]

The lines after the first come from triangles, pairs of disjoint bonds and four-membered rings.

Put \(s=1/\sqrt m\). Since \(x-H=x+sA\), each bonded pair has entry \(s\) and each other pair has entry 0:

\[
\begin{aligned}
\text{chain:}\quad & x^4-3s^2x^2+s^4=(x^2-sx-s^2)(x^2+sx-s^2),\\
\text{square:}\quad & x^4-4s^2x^2=x^2(x-2s)(x+2s),\\
\text{rhombus:}\quad & x^4-5s^2x^2+4s^3x=x(x-s)(x^2+sx-4s^2),\\
\text{tetrahedron:}\quad & x^4-6s^2x^2+8s^3x-3s^4=(x-s)^3(x+3s).
\end{aligned}
\]

**Levels.** Solving the quadratic factors and inserting \(s\) gives, in ascending order \(\varepsilon_0,\dots,\varepsilon_3\):

| structure | exact levels | decimals |
|---|---|---|
| chain | \(\frac{-(\sqrt5+1)}{2\sqrt3},\ \frac{-(\sqrt5-1)}{2\sqrt3},\ \frac{\sqrt5-1}{2\sqrt3},\ \frac{\sqrt5+1}{2\sqrt3}\) | −0.934, −0.357, 0.357, 0.934 |
| square | \(-1,\ 0,\ 0,\ 1\) | −1, 0, 0, 1 |
| rhombus | \(\frac{-(1+\sqrt{17})}{2\sqrt5},\ 0,\ \frac1{\sqrt5},\ \frac{\sqrt{17}-1}{2\sqrt5}\) | −1.146, 0, 0.447, 0.698 |
| tetrahedron | \(\frac{-3}{\sqrt6},\ \frac1{\sqrt6},\ \frac1{\sqrt6},\ \frac1{\sqrt6}\) | −1.225, 0.408, 0.408, 0.408 |

The order follows from \(\sqrt5>1\) and \(\sqrt{17}>3\).

**Filling.** The energies are \(E_1=\varepsilon_0\), \(E_2=2\varepsilon_0\), \(E_3=2\varepsilon_0+\varepsilon_1\), \(E_4=2\varepsilon_0+2\varepsilon_1\), and so on. Inserting the levels gives the energy table, and each row has a single minimum.

Rounding cannot change the order. If each level is known to within 0.001, an \(N\)-electron energy is known to within \(0.001N\), so a difference of two energies is uncertain by at most 0.014 for \(N\le7\). The smallest gap between a winner and its nearest rival is about 0.066, at \(N=7\).

For \(N=8\) the energy is \(2(\varepsilon_0+\varepsilon_1+\varepsilon_2+\varepsilon_3)=2\operatorname{tr}H=0\), because \(A\) has a zero diagonal.

## Lean definitions and proofs

```lean
import Mathlib

open Matrix

namespace FourSiteStructures

noncomputable section

/-- The four structures of four sites that are compared. -/
inductive Cluster
  | chain
  | square
  | rhombus
  | tetrahedron

/-- The adjacency matrix: entry 1 for a bonded pair of sites, 0 otherwise. -/
def adj : Cluster → Matrix (Fin 4) (Fin 4) ℝ
  | .chain => !![0, 1, 0, 0; 1, 0, 1, 0; 0, 1, 0, 1; 0, 0, 1, 0]
  | .square => !![0, 1, 0, 1; 1, 0, 1, 0; 0, 1, 0, 1; 1, 0, 1, 0]
  | .rhombus => !![0, 1, 1, 1; 1, 0, 1, 0; 1, 1, 0, 1; 1, 0, 1, 0]
  | .tetrahedron => !![0, 1, 1, 1; 1, 0, 1, 1; 1, 1, 0, 1; 1, 1, 1, 0]

/-- The number of bonds, each bond being counted twice in the adjacency matrix. -/
def bonds (c : Cluster) : ℝ := (∑ i, ∑ j, adj c i j) / 2

/-- The Hamiltonian: minus the adjacency matrix over the root of the number of bonds. -/
def hamiltonian (c : Cluster) : Matrix (Fin 4) (Fin 4) ℝ :=
  (-(1 / √(bonds c))) • adj c

/-- The explicit eigenvalues of the adjacency matrix, from the largest down. -/
def adjLevel : Cluster → Fin 4 → ℝ
  | .chain => ![(√5 + 1) / 2, (√5 - 1) / 2, -(√5 - 1) / 2, -(√5 + 1) / 2]
  | .square => ![2, 0, 0, -2]
  | .rhombus => ![(1 + √17) / 2, 0, -1, (1 - √17) / 2]
  | .tetrahedron => ![3, -1, -1, -1]

/-- The energy levels of the Hamiltonian, from the lowest up. -/
def level (c : Cluster) (k : Fin 4) : ℝ := -(adjLevel c k) / √(bonds c)

/-- The number of electrons in level `k` when `N` electrons fill the levels from the
bottom, two per level. -/
def occupation (N : ℕ) (k : Fin 4) : ℕ :=
  (if 2 * k.val < N then 1 else 0) + (if 2 * k.val + 1 < N then 1 else 0)

/-- The total energy of `N` electrons, for `N` at most 8. -/
def energy (c : Cluster) (N : ℕ) : ℝ := ∑ k, (occupation N k : ℝ) * level c k

/-- Structure `c` has strictly lower energy than the three others at `N` electrons. -/
def IsMostStable (c : Cluster) (N : ℕ) : Prop :=
  ∀ d, d ≠ c → energy c N < energy d N

/-- Chain, square, rhombus and tetrahedron have 3, 4, 5 and 6 bonds. -/
theorem bonds_values : bonds .chain = 3 ∧ bonds .square = 4 ∧
    bonds .rhombus = 5 ∧ bonds .tetrahedron = 6 := by
  refine ⟨?_, ?_, ?_, ?_⟩ <;> simp [bonds, adj, Fin.sum_univ_four] <;> norm_num

/-- Every structure has at least one bond. -/
theorem bonds_pos (c : Cluster) : 0 < bonds c := by
  obtain ⟨e1, e2, e3, e4⟩ := bonds_values
  cases c <;> linarith

/-- All four Hamiltonians have the same second moment, 2. -/
theorem second_moment (c : Cluster) : (hamiltonian c * hamiltonian c).trace = 2 := by
  -- closed walks of two steps go along a bond and back
  have h : (adj c * adj c).trace = 2 * bonds c := by
    cases c <;>
      simp [Matrix.trace, bonds, adj, Fin.sum_univ_four] <;> norm_num
  have hs : √(bonds c) * √(bonds c) = bonds c := Real.mul_self_sqrt (bonds_pos c).le
  have h1 : 1 / √(bonds c) * √(bonds c) = 1 :=
    one_div_mul_cancel (Real.sqrt_pos.2 (bonds_pos c)).ne'
  simp only [hamiltonian, Matrix.smul_mul, Matrix.mul_smul, Matrix.trace_smul,
    smul_eq_mul, h]
  generalize 1 / √(bonds c) = r at h1 ⊢
  linear_combination (-2 * r ^ 2) * hs + 2 * (r * √(bonds c) + 1) * h1

/-- The secular determinant of four equal sites with arbitrary symmetric couplings. -/
theorem secular_four (x a b c d e f : ℝ) :
    (!![x, a, b, c; a, x, d, e; b, d, x, f; c, e, f, x]).det =
      x ^ 4 - (a ^ 2 + b ^ 2 + c ^ 2 + d ^ 2 + e ^ 2 + f ^ 2) * x ^ 2
      + 2 * x * (a * b * d + a * c * e + b * c * f + d * e * f)
      + a ^ 2 * f ^ 2 + b ^ 2 * e ^ 2 + c ^ 2 * d ^ 2
      - 2 * a * b * e * f - 2 * a * c * d * f - 2 * b * c * d * e := by
  simp [Matrix.det_succ_row_zero, Fin.sum_univ_succ, Fin.succAbove]
  ring

/-- The secular determinant of each Hamiltonian factors over the explicit levels, so these
are its eigenvalues with their multiplicities. -/
theorem spectrum_explicit (c : Cluster) (x : ℝ) :
    (x • (1 : Matrix (Fin 4) (Fin 4) ℝ) - hamiltonian c).det = ∏ k, (x - level c k) := by
  have key : ∀ s : ℝ, (x • (1 : Matrix (Fin 4) (Fin 4) ℝ) + s • adj c).det =
      ∏ k, (x + s * adjLevel c k) := by
    intro s
    have h5 : √5 ^ 2 = (5 : ℝ) := Real.sq_sqrt (by norm_num)
    have h17 : √17 ^ 2 = (17 : ℝ) := Real.sq_sqrt (by norm_num)
    cases c
    · have hM : x • (1 : Matrix (Fin 4) (Fin 4) ℝ) + s • adj .chain =
          !![x, s, 0, 0; s, x, s, 0; 0, s, x, s; 0, 0, s, x] := by
        ext i j; fin_cases i <;> fin_cases j <;> simp [adj]
      rw [hM, secular_four]
      simp only [adjLevel, Fin.prod_univ_four, Matrix.cons_val]
      linear_combination (s ^ 2 * x ^ 2 / 2 - s ^ 4 * (√5 ^ 2 + 3) / 16) * h5
    · have hM : x • (1 : Matrix (Fin 4) (Fin 4) ℝ) + s • adj .square =
          !![x, s, 0, s; s, x, s, 0; 0, s, x, s; s, 0, s, x] := by
        ext i j; fin_cases i <;> fin_cases j <;> simp [adj]
      rw [hM, secular_four]
      simp only [adjLevel, Fin.prod_univ_four, Matrix.cons_val]
      ring
    · have hM : x • (1 : Matrix (Fin 4) (Fin 4) ℝ) + s • adj .rhombus =
          !![x, s, s, s; s, x, s, 0; s, s, x, s; s, 0, s, x] := by
        ext i j; fin_cases i <;> fin_cases j <;> simp [adj]
      rw [hM, secular_four]
      simp only [adjLevel, Fin.prod_univ_four, Matrix.cons_val]
      linear_combination (x * (x - s) * s ^ 2 / 4) * h17
    · have hM : x • (1 : Matrix (Fin 4) (Fin 4) ℝ) + s • adj .tetrahedron =
          !![x, s, s, s; s, x, s, s; s, s, x, s; s, s, s, x] := by
        ext i j; fin_cases i <;> fin_cases j <;> simp [adj]
      rw [hM, secular_four]
      simp only [adjLevel, Fin.prod_univ_four, Matrix.cons_val]
      ring
  rw [hamiltonian, neg_smul, sub_neg_eq_add, key]
  refine Finset.prod_congr rfl fun k _ => ?_
  rw [level]
  ring

/-- The levels are listed in ascending order. -/
theorem levels_ascending (c : Cluster) :
    level c 0 ≤ level c 1 ∧ level c 1 ≤ level c 2 ∧ level c 2 ≤ level c 3 := by
  have h5 : 1 < √(5 : ℝ) := Real.lt_sqrt_of_sq_lt (by norm_num)
  have h17 : 3 < √(17 : ℝ) := Real.lt_sqrt_of_sq_lt (by norm_num)
  have h : adjLevel c 1 ≤ adjLevel c 0 ∧ adjLevel c 2 ≤ adjLevel c 1 ∧
      adjLevel c 3 ≤ adjLevel c 2 := by
    cases c <;> refine ⟨?_, ?_, ?_⟩ <;> simp only [adjLevel, Matrix.cons_val] <;> linarith
  obtain ⟨h0, h1, h2⟩ := h
  refine ⟨?_, ?_, ?_⟩ <;> unfold level <;> gcongr

/-- Decimal values of the levels, in thousandths. -/
def table : Cluster → Fin 4 → ℝ
  | .chain => ![-934, -357, 357, 934]
  | .square => ![-1000, 0, 0, 1000]
  | .rhombus => ![-1146, 0, 447, 698]
  | .tetrahedron => ![-1225, 408, 408, 408]

/-- Each level lies within one thousandth of its decimal value. -/
theorem level_table (c : Cluster) (k : Fin 4) :
    (table c k - 1) / 1000 < level c k ∧ level c k < (table c k + 1) / 1000 := by
  obtain ⟨e1, e2, e3, e4⟩ := bonds_values
  have a3 : 1732 / 1000 < √(3 : ℝ) := Real.lt_sqrt_of_sq_lt (by norm_num)
  have b3 : √(3 : ℝ) < 17321 / 10000 := (Real.sqrt_lt' (by norm_num)).2 (by norm_num)
  have h4 : √(4 : ℝ) = 2 := by
    rw [show (4 : ℝ) = 2 ^ 2 by norm_num]
    exact Real.sqrt_sq (by norm_num)
  have a5 : 2236 / 1000 < √(5 : ℝ) := Real.lt_sqrt_of_sq_lt (by norm_num)
  have b5 : √(5 : ℝ) < 22361 / 10000 := (Real.sqrt_lt' (by norm_num)).2 (by norm_num)
  have a6 : 2449 / 1000 < √(6 : ℝ) := Real.lt_sqrt_of_sq_lt (by norm_num)
  have b6 : √(6 : ℝ) < 24495 / 10000 := (Real.sqrt_lt' (by norm_num)).2 (by norm_num)
  have a17 : 4123 / 1000 < √(17 : ℝ) := Real.lt_sqrt_of_sq_lt (by norm_num)
  have b17 : √(17 : ℝ) < 41232 / 10000 := (Real.sqrt_lt' (by norm_num)).2 (by norm_num)
  have hs : 0 < √(bonds c) := Real.sqrt_pos.2 (bonds_pos c)
  -- clear the denominator; what remains is linear in the square roots
  rw [level, lt_div_iff₀ hs, div_lt_iff₀ hs]
  cases c <;> fin_cases k <;> constructor <;>
    simp only [Fin.zero_eta, Fin.mk_one, Fin.reduceFinMk, table, adjLevel,
      Matrix.cons_val, e1, e2, e3, e4] <;> linarith

/-- The total energies of 1 to 8 electrons in terms of the levels. -/
theorem energy_filling (c : Cluster) :
    energy c 1 = level c 0 ∧ energy c 2 = 2 * level c 0 ∧
    energy c 3 = 2 * level c 0 + level c 1 ∧
    energy c 4 = 2 * level c 0 + 2 * level c 1 ∧
    energy c 5 = 2 * level c 0 + 2 * level c 1 + level c 2 ∧
    energy c 6 = 2 * level c 0 + 2 * level c 1 + 2 * level c 2 ∧
    energy c 7 = 2 * level c 0 + 2 * level c 1 + 2 * level c 2 + level c 3 ∧
    energy c 8 = 2 * level c 0 + 2 * level c 1 + 2 * level c 2 + 2 * level c 3 := by
  refine ⟨?_, ?_, ?_, ?_, ?_, ?_, ?_, ?_⟩ <;>
    simp [energy, occupation, Fin.sum_univ_four] <;> norm_num

/-- The strictly lowest energy belongs to the tetrahedron for 1 and 2 electrons, the rhombus
for 3, the chain for 4 and 5, and the square for 6 and 7. -/
theorem most_stable_structure :
    IsMostStable .tetrahedron 1 ∧ IsMostStable .tetrahedron 2 ∧
    IsMostStable .rhombus 3 ∧ IsMostStable .chain 4 ∧ IsMostStable .chain 5 ∧
    IsMostStable .square 6 ∧ IsMostStable .square 7 := by
  have h := fun c => And.intro (level_table c 0) (And.intro (level_table c 1)
    (And.intro (level_table c 2) (level_table c 3)))
  have hc := h .chain
  have hq := h .square
  have hr := h .rhombus
  have ht := h .tetrahedron
  simp only [table, Matrix.cons_val] at hc hq hr ht
  obtain ⟨⟨_, _⟩, ⟨_, _⟩, ⟨_, _⟩, ⟨_, _⟩⟩ := hc
  obtain ⟨⟨_, _⟩, ⟨_, _⟩, ⟨_, _⟩, ⟨_, _⟩⟩ := hq
  obtain ⟨⟨_, _⟩, ⟨_, _⟩, ⟨_, _⟩, ⟨_, _⟩⟩ := hr
  obtain ⟨⟨_, _⟩, ⟨_, _⟩, ⟨_, _⟩, ⟨_, _⟩⟩ := ht
  -- compare each winner with its three rivals
  refine ⟨?_, ?_, ?_, ?_, ?_, ?_, ?_⟩ <;> intro d hd <;>
    simp only [energy_filling] <;> cases d <;>
    simp only [ne_eq, reduceCtorEq, eq_self, not_true_eq_false, not_false_eq_true] at hd <;>
    linarith

/-- With 8 electrons every structure has total energy zero. -/
theorem full_shell (c : Cluster) : energy c 8 = 0 := by
  have h : adjLevel c 0 + adjLevel c 1 + adjLevel c 2 + adjLevel c 3 = 0 := by
    cases c <;> simp only [adjLevel, Matrix.cons_val] <;> ring
  simp only [energy_filling, level]
  linear_combination (-2 / √(bonds c)) * h

end

end FourSiteStructures
```

```lean
#print axioms FourSiteStructures.spectrum_explicit
#print axioms FourSiteStructures.levels_ascending
#print axioms FourSiteStructures.most_stable_structure
#print axioms FourSiteStructures.full_shell
```

```
'FourSiteStructures.spectrum_explicit' depends on axioms: [propext, Classical.choice, Quot.sound]
'FourSiteStructures.levels_ascending' depends on axioms: [propext, Classical.choice, Quot.sound]
'FourSiteStructures.most_stable_structure' depends on axioms: [propext, Classical.choice, Quot.sound]
'FourSiteStructures.full_shell' depends on axioms: [propext, Classical.choice, Quot.sound]
```

## A strict minimum among four graphs, with prescribed hoppings

**What the statements say.** `Cluster` lists the four structures, and `adj` gives their real adjacency matrices with sites indexed by `Fin 4`. `bonds` is half the sum of the matrix entries, and `hamiltonian` is \(-A/\sqrt m\). All on-site energies are zero, the orbitals are orthonormal, and the negative sign makes the in-phase combination bonding.

`level c k` is defined by the explicit formula for \(\varepsilon_k\), not by a call to an eigenvalue routine. Two theorems justify the name. `spectrum_explicit` states \(\det(x-H)=\prod_k(x-\varepsilon_k)\) for every real \(x\), which fixes the eigenvalues with their multiplicities. `levels_ascending` shows that index order is energy order, so filling by index is filling from the bottom.

`occupation N k` puts the first electron in level \(k\) if \(2k<N\) and the second if \(2k+1<N\). `energy` sums occupation times level. It is meant for \(N\le8\); for larger \(N\) the extra electrons are ignored. `IsMostStable c N` says that `c` has strictly lower energy than each of the other three, and `most_stable_structure` asserts this for the seven electron counts.

**How the proofs run.** `second_moment` first proves \(\operatorname{tr}A^2=2m\), then cancels the square roots. `secular_four` is the general determinant above. Inside `spectrum_explicit`, the auxiliary statement `key` applies it to \(x+sA\) for arbitrary \(s\); `linear_combination` then supplies \(\sqrt5^2=5\) and \(\sqrt{17}^2=17\) where the factors need them.

`level_table` turns the decimals into proved bounds. It encloses the square roots between rationals, multiplies through by \(\sqrt m\), and leaves linear inequalities to `linarith`. `energy_filling` writes out the energies for 1 to 8 electrons. `most_stable_structure` then compares each winner with its three rivals, again by `linarith`, using only the level bounds. `full_shell` uses the vanishing sum of the adjacency eigenvalues.

**What this leaves open.** The ordering concerns band energies at prescribed hoppings. Repulsion, geometry relaxation, orbital overlap and electron–electron interaction are absent, so it is not a prediction for real four-atom molecules. Nothing is stated about larger clusters. Multiplying all four Hamiltonians by the same positive factor leaves the order unchanged, but a different dependence of the hopping on the structure can change it: if all four have the same hopping strength, the rhombus is lowest at \(N=4\).

The list of competitors matters as well. Two connected four-site graphs are missing from `Cluster`, and the same recipe applied to them changes the picture. The star, with one centre and three neighbours, has levels \(-1,0,0,1\) and ties with the square at every electron count. A triangle with one extra site attached has energy of about −2.326 at three electrons, below the rhombus. A code that searches over all bonding patterns should therefore not expect to reproduce the whole list of winners given here.
